# Symmetric gyration tensors vanish in 4mm and 3m, and any nonzero one in m, mm2, −4 or −42m gives n·gn of both signs

A computed gyration tensor can be checked by comparing its components with the pattern that the crystal's point group allows. If the group contains an improper operation, a nonzero trace already signals an error or a broken symmetry.

## Optical activity without handedness

The gyration tensor \(g\) describes optical activity in a non-absorbing crystal. For light travelling along a unit vector \(n\), the sign of \(n\cdot gn\) gives the sense of the gyration. Under an orthogonal operation \(R\), \(g\) transforms as an axial tensor:

\[ T_R(g)=\det(R)\,R\,g\,R^{T}. \]

## Allowed tensors as a linear space

`gyrationSpace G` is the space of real symmetric 3×3 matrices with \(T_R(g)=g\) for every \(R\) in the subgroup `G` of `O3`. Its dimension is `finrank ℝ`, and `⊥` means that only \(g=0\) is allowed. The condition `n ⬝ᵥ n = 1` makes \(n\) a unit vector.

The trace and inversion theorems hold for any subgroup. The six named groups are generated by explicit matrices in a fixed setting: m has its mirror perpendicular to z, −42m has a twofold axis along x, and 3m has a mirror perpendicular to x. Symmetry leaves the size and frequency dependence of \(g\) open.

## Trace, signs and components

**Trace.** Since \(R^TR=1\), invariance gives \(\operatorname{tr}g=\det(R)\operatorname{tr}(gR^TR)=\det(R)\operatorname{tr}g\), so \(\det R=-1\) forces \(\operatorname{tr}g=0\). For the inversion, \(g=-g\), hence \(g=0\).

**Signs.** Let \(g\) be symmetric and traceless, with \(n\cdot gn\le0\) for all unit \(n\). The axes give \(g_{ii}\le0\); these sum to zero, so each vanishes. The directions \((e_i\pm e_j)/\sqrt2\) then give \(\pm g_{ij}\le0\), so \(g=0\). A nonzero \(g\) therefore takes a positive value, and the same argument for \(-g\) gives a negative one.

**Components.** Because \(T_{AB}=T_AT_B\), the generators suffice. Indices 0, 1, 2 stand for x, y, z. A diagonal operation with entries \(s_i=\pm1\) multiplies \(g_{ij}\) by \(\det(R)s_is_j\):

- m keeps \(g_{02},g_{12}\): dimension 2.
- In mm2, the x mirror keeps \(g_{01},g_{02}\) and the y mirror keeps \(g_{01},g_{12}\). Only \(g_{01}\) survives: dimension 1.

A quarter turn about z combined with \(z\mapsto pz\), \(p=\pm1\), requires

\[ g_{00}=p\,g_{11},\quad g_{01}=-p\,g_{01},\quad g_{02}=-g_{12},\quad g_{12}=g_{02},\quad g_{22}=p\,g_{22}. \]

- −4 (\(p=-1\)) leaves \(g_{00}=-g_{11}\) and \(g_{01}\): dimension 2.
- −42m adds the half turn about x, which removes \(g_{01}\): dimension 1.
- In 4mm (\(p=1\)), the quarter turn removes \(g_{01},g_{02}\), the only components that the x mirror keeps.
- In 3m, the same two components remain after the mirror, and the 120° rotation gives \(g_{01}=-\tfrac12g_{01}\) and \(g_{02}=-\tfrac12g_{02}\). Both vanish.

## The Lean file

```lean
import Mathlib

open Matrix Module

namespace GyrationTensor

noncomputable section

/-- Real 3×3 matrices. -/
abbrev M3 := Matrix (Fin 3) (Fin 3) ℝ

/-- The orthogonal group in three dimensions. -/
abbrev O3 : Type := ↥(Matrix.orthogonalGroup (Fin 3) ℝ)

/-- The transformation of an axial tensor of rank two, `g ↦ det(R) R g Rᵀ`. -/
def transform (R g : M3) : M3 := R.det • (R * g * Rᵀ)

/-- The symmetric gyration tensors left unchanged by every operation of the group `G`. -/
def gyrationSpace (G : Subgroup O3) : Submodule ℝ M3 where
  carrier := {g | gᵀ = g ∧ ∀ R ∈ G, transform R.1 g = g}
  add_mem' := by
    rintro a b ⟨ha, ha'⟩ ⟨hb, hb'⟩
    refine ⟨by rw [transpose_add, ha, hb], fun R hR => ?_⟩
    have h : transform R.1 (a + b) = transform R.1 a + transform R.1 b := by
      simp only [transform, mul_add, add_mul, smul_add]
    rw [h, ha' R hR, hb' R hR]
  zero_mem' := ⟨by simp, fun R _ => by simp [transform]⟩
  smul_mem' := by
    rintro c a ⟨ha, ha'⟩
    refine ⟨by rw [transpose_smul, ha], fun R hR => ?_⟩
    have h : transform R.1 (c • a) = c • transform R.1 a := by
      simp only [transform, Matrix.mul_smul, Matrix.smul_mul]
      rw [smul_comm]
    rw [h, ha' R hR]

/-- A matrix that maps the z axis to itself and acts separately in the xy plane. -/
def axisMatrix (a b c d p : ℝ) : M3 := !![a, b, 0; c, d, 0; 0, 0, p]

/-- The orthogonal operation given by an `axisMatrix` with orthonormal rows. -/
def axisOp (a b c d p : ℝ) (h1 : a * a + b * b = 1) (h2 : a * c + b * d = 0)
    (h3 : c * c + d * d = 1) (h4 : p * p = 1) : O3 :=
  ⟨axisMatrix a b c d p, by
    rw [Matrix.mem_orthogonalGroup_iff]
    ext i j
    fin_cases i <;> fin_cases j <;>
      simp [axisMatrix, Matrix.mul_apply, Fin.sum_univ_succ, h1, h2, h3, h4]
    linarith⟩

/-- Mirror reversing x. -/
def mirrorX : O3 := axisOp (-1) 0 0 1 1 (by norm_num) (by norm_num) (by norm_num) (by norm_num)

/-- Mirror reversing y. -/
def mirrorY : O3 := axisOp 1 0 0 (-1) 1 (by norm_num) (by norm_num) (by norm_num) (by norm_num)

/-- Mirror reversing z. -/
def mirrorZ : O3 := axisOp 1 0 0 1 (-1) (by norm_num) (by norm_num) (by norm_num) (by norm_num)

/-- Half turn about x. -/
def twoX : O3 := axisOp 1 0 0 (-1) (-1) (by norm_num) (by norm_num) (by norm_num) (by norm_num)

/-- Quarter turn about z. -/
def fourZ : O3 := axisOp 0 (-1) 1 0 1 (by norm_num) (by norm_num) (by norm_num) (by norm_num)

/-- Quarter turn about z combined with the reversal of z. -/
def fourBarZ : O3 :=
  axisOp 0 (-1) 1 0 (-1) (by norm_num) (by norm_num) (by norm_num) (by norm_num)

/-- Rotation by 120 degrees about z. -/
def threeZ : O3 :=
  axisOp (-1 / 2) (-Real.sqrt 3 / 2) (Real.sqrt 3 / 2) (-1 / 2) 1
    (by nlinarith [Real.mul_self_sqrt (show (0 : ℝ) ≤ 3 by norm_num)]) (by ring)
    (by nlinarith [Real.mul_self_sqrt (show (0 : ℝ) ≤ 3 by norm_num)]) (by norm_num)

/-- Point group m, with the mirror perpendicular to z. -/
def groupM : Subgroup O3 := Subgroup.closure {mirrorZ}

/-- Point group mm2, with mirrors perpendicular to x and y. -/
def groupMM2 : Subgroup O3 := Subgroup.closure {mirrorX, mirrorY}

/-- Point group −4. -/
def group4bar : Subgroup O3 := Subgroup.closure {fourBarZ}

/-- Point group −42m, with a twofold axis along x. -/
def group4bar2m : Subgroup O3 := Subgroup.closure {fourBarZ, twoX}

/-- Point group 4mm. -/
def group4mm : Subgroup O3 := Subgroup.closure {fourZ, mirrorX}

/-- Point group 3m, with a mirror perpendicular to x. -/
def group3m : Subgroup O3 := Subgroup.closure {threeZ, mirrorX}

/-- A tensor is allowed by a generated group exactly when it is symmetric and unchanged
by the generators. -/
theorem mem_closure_iff (S : Set O3) (g : M3) :
    g ∈ gyrationSpace (Subgroup.closure S) ↔ gᵀ = g ∧ ∀ R ∈ S, transform R.1 g = g := by
  change (gᵀ = g ∧ ∀ R ∈ Subgroup.closure S, transform R.1 g = g) ↔ _
  -- successive operations compose
  have comp : ∀ A B : M3, transform (A * B) g = transform A (transform B g) := by
    intro A B
    simp only [transform, det_mul, transpose_mul, Matrix.mul_smul, Matrix.smul_mul,
      smul_smul, Matrix.mul_assoc]
  refine ⟨fun h => ⟨h.1, fun R hR => h.2 R (Subgroup.subset_closure hR)⟩, ?_⟩
  rintro ⟨hs, h⟩
  refine ⟨hs, fun R hR => ?_⟩
  induction hR using Subgroup.closure_induction with
  | mem x hx => exact h x hx
  | one => simp [transform]
  | mul x y _ _ hx hy =>
    change transform (x.1 * y.1) g = g
    rw [comp, hy, hx]
  | inv x _ hx =>
    have e : (x⁻¹).1 * x.1 = 1 := congrArg Subtype.val (inv_mul_cancel x)
    have k := comp (x⁻¹).1 x.1
    rw [e, hx] at k
    rw [← k]
    simp [transform]

/-- The off-diagonal components of a symmetric tensor agree in pairs. -/
theorem symm_entries {g : M3} (h : gᵀ = g) :
    g 1 0 = g 0 1 ∧ g 2 0 = g 0 2 ∧ g 2 1 = g 1 2 :=
  ⟨congrFun (congrFun h 0) 1, congrFun (congrFun h 0) 2, congrFun (congrFun h 1) 2⟩

/-- Invariance of a symmetric tensor under an operation preserving the z axis, written as
six equations for its components. -/
theorem axis_iff (a b c d p : ℝ) {g : M3} (hg : gᵀ = g) :
    transform (axisMatrix a b c d p) g = g ↔
      ((a * d - b * c) * p) * (a * a * g 0 0 + 2 * (a * b) * g 0 1 + b * b * g 1 1) = g 0 0 ∧
      ((a * d - b * c) * p) * (a * c * g 0 0 + (a * d + b * c) * g 0 1 + b * d * g 1 1)
        = g 0 1 ∧
      ((a * d - b * c) * p) * (c * c * g 0 0 + 2 * (c * d) * g 0 1 + d * d * g 1 1) = g 1 1 ∧
      ((a * d - b * c) * p) * (p * (a * g 0 2 + b * g 1 2)) = g 0 2 ∧
      ((a * d - b * c) * p) * (p * (c * g 0 2 + d * g 1 2)) = g 1 2 ∧
      ((a * d - b * c) * p) * (p * p * g 2 2) = g 2 2 := by
  obtain ⟨s1, s2, s3⟩ := symm_entries hg
  have hd : (axisMatrix a b c d p).det = (a * d - b * c) * p := by
    simp [axisMatrix, det_fin_three]
    try ring
  have e : ∀ i j, transform (axisMatrix a b c d p) g i j = ((a * d - b * c) * p) *
      (axisMatrix a b c d p * g * (axisMatrix a b c d p)ᵀ) i j := by
    intro i j
    rw [transform, hd, Matrix.smul_apply, smul_eq_mul]
  have m : axisMatrix a b c d p * g * (axisMatrix a b c d p)ᵀ =
      !![a * a * g 0 0 + 2 * (a * b) * g 0 1 + b * b * g 1 1,
         a * c * g 0 0 + (a * d + b * c) * g 0 1 + b * d * g 1 1, p * (a * g 0 2 + b * g 1 2);
         a * c * g 0 0 + (a * d + b * c) * g 0 1 + b * d * g 1 1,
         c * c * g 0 0 + 2 * (c * d) * g 0 1 + d * d * g 1 1, p * (c * g 0 2 + d * g 1 2);
         p * (a * g 0 2 + b * g 1 2), p * (c * g 0 2 + d * g 1 2), p * p * g 2 2] := by
    ext i j
    fin_cases i <;> fin_cases j <;>
      simp [axisMatrix, Matrix.mul_apply, vecMul, dotProduct, Fin.sum_univ_succ, s1, s2, s3,
        -mul_eq_mul_left_iff, -mul_eq_mul_right_iff] <;> ring
  rw [m] at e
  constructor
  · intro h
    rw [h] at e
    exact ⟨(e 0 0).symm, (e 0 1).symm, (e 1 1).symm, (e 0 2).symm, (e 1 2).symm, (e 2 2).symm⟩
  · rintro ⟨e1, e2, e3, e4, e5, e6⟩
    ext i j
    rw [e i j]
    fin_cases i <;> fin_cases j
    exacts [e1, e2, e4, e2.trans s1.symm, e3, e5, e4.trans s2.symm, e5.trans s3.symm, e6]

/-- If the group contains an operation of determinant −1, every allowed gyration tensor
is traceless. -/
theorem trace_eq_zero {G : Subgroup O3} {R : O3} (hR : R ∈ G) (hdet : R.1.det = -1)
    {g : M3} (hg : g ∈ gyrationSpace G) : g.trace = 0 := by
  obtain ⟨_, h⟩ := hg
  have o : R.1ᵀ * R.1 = 1 := (Matrix.mem_orthogonalGroup_iff' (Fin 3) ℝ).1 R.2
  have t := congrArg Matrix.trace (h R hR)
  rw [transform, trace_smul, Matrix.trace_mul_comm, ← Matrix.mul_assoc, o, Matrix.one_mul,
    hdet, smul_eq_mul] at t
  linarith

/-- If the group contains the inversion, the only allowed gyration tensor is zero. -/
theorem eq_bot_of_inversion {G : Subgroup O3} {R : O3} (hR : R ∈ G) (hinv : R.1 = -1) :
    gyrationSpace G = ⊥ := by
  refine (Submodule.eq_bot_iff _).2 ?_
  rintro g ⟨_, h⟩
  have k := h R hR
  have d : (-1 : M3).det = -1 := by
    rw [det_neg, det_one]
    norm_num
  rw [transform, hinv, d] at k
  ext i j
  have kij := congrFun (congrFun k i) j
  simp at kij
  simp only [Matrix.zero_apply]
  linarith

/-- For a nonzero symmetric traceless tensor, `n·gn` is positive for some unit vector and
negative for another. -/
theorem both_signs {g : M3} (hs : gᵀ = g) (ht : g.trace = 0) (hne : g ≠ 0) :
    (∃ n : Fin 3 → ℝ, n ⬝ᵥ n = 1 ∧ 0 < n ⬝ᵥ g *ᵥ n) ∧
      ∃ n : Fin 3 → ℝ, n ⬝ᵥ n = 1 ∧ n ⬝ᵥ g *ᵥ n < 0 := by
  have pos : ∀ g : M3, gᵀ = g → g.trace = 0 → g ≠ 0 →
      ∃ n : Fin 3 → ℝ, n ⬝ᵥ n = 1 ∧ 0 < n ⬝ᵥ g *ᵥ n := by
    intro g hs ht hne
    by_contra! h
    obtain ⟨s1, s2, s3⟩ := symm_entries hs
    rw [Matrix.trace_fin_three] at ht
    have q : ∀ x y z : ℝ, x * x + y * y + z * z = 1 →
        x * x * g 0 0 + y * y * g 1 1 + z * z * g 2 2 + 2 * (x * y) * g 0 1
          + 2 * (x * z) * g 0 2 + 2 * (y * z) * g 1 2 ≤ 0 := by
      intro x y z hn
      have k := h ![x, y, z] (by
        simp [dotProduct, Fin.sum_univ_succ]
        linarith)
      simp [dotProduct, mulVec, Fin.sum_univ_succ, s1, s2, s3] at k
      linarith
    -- the coordinate axes force the diagonal to vanish
    have a1 := q 1 0 0 (by norm_num)
    have a2 := q 0 1 0 (by norm_num)
    have a3 := q 0 0 1 (by norm_num)
    have z0 : g 0 0 = 0 := by linarith
    have z1 : g 1 1 = 0 := by linarith
    have z2 : g 2 2 = 0 := by linarith
    -- the diagonal directions force the remaining components to vanish
    obtain ⟨r, hr⟩ : ∃ r : ℝ, r * r = 1 / 2 :=
      ⟨Real.sqrt (1 / 2), Real.mul_self_sqrt (by norm_num)⟩
    have k : ∀ t : ℝ, r * r * t = t / 2 := by
      intro t
      rw [hr]
      ring
    have b1 := q r r 0 (by linarith)
    have b2 := q r (-r) 0 (by linarith)
    have c1 := q r 0 r (by linarith)
    have c2 := q r 0 (-r) (by linarith)
    have d1 := q 0 r r (by linarith)
    have d2 := q 0 r (-r) (by linarith)
    rw [z0, z1, z2] at b1 b2 c1 c2 d1 d2
    have y1 : g 0 1 = 0 := by linarith [k (g 0 1)]
    have y2 : g 0 2 = 0 := by linarith [k (g 0 2)]
    have y3 : g 1 2 = 0 := by linarith [k (g 1 2)]
    apply hne
    ext i j
    fin_cases i <;> fin_cases j <;> simp [z0, z1, z2, y1, y2, y3, s1, s2, s3]
  refine ⟨pos g hs ht hne, ?_⟩
  obtain ⟨n, hn, h⟩ := pos (-g) (by rw [transpose_neg, hs]) (by rw [trace_neg, ht, neg_zero])
    (neg_ne_zero.2 hne)
  rw [neg_mulVec, dotProduct_neg] at h
  exact ⟨n, hn, by linarith⟩

/-- Spanning gyration tensors for the point groups m, mm2, −4 and −42m. -/
theorem allowed_tensors :
    gyrationSpace groupM = Submodule.span ℝ
      {!![0, 0, 1; 0, 0, 0; 1, 0, 0], !![0, 0, 0; 0, 0, 1; 0, 1, 0]} ∧
    gyrationSpace groupMM2 = Submodule.span ℝ {!![0, 1, 0; 1, 0, 0; 0, 0, 0]} ∧
    gyrationSpace group4bar = Submodule.span ℝ
      {!![1, 0, 0; 0, -1, 0; 0, 0, 0], !![0, 1, 0; 1, 0, 0; 0, 0, 0]} ∧
    gyrationSpace group4bar2m = Submodule.span ℝ {!![1, 0, 0; 0, -1, 0; 0, 0, 0]} := by
  refine ⟨?_, ?_, ?_, ?_⟩ <;> ext g
  · rw [groupM, mem_closure_iff, Submodule.mem_span_pair]
    constructor
    · rintro ⟨hg, h⟩
      obtain ⟨s1, s2, s3⟩ := symm_entries hg
      obtain ⟨e1, e2, e3, e4, e5, e6⟩ := (axis_iff 1 0 0 1 (-1) hg).1 (h mirrorZ (by simp))
      refine ⟨g 0 2, g 1 2, ?_⟩
      ext i j
      fin_cases i <;> fin_cases j <;> simp <;> linarith
    · rintro ⟨x, y, rfl⟩
      refine ⟨by ext i j; fin_cases i <;> fin_cases j <;> simp, ?_⟩
      rintro R rfl
      refine (axis_iff 1 0 0 1 (-1) ?_).2 (by simp)
      ext i j
      fin_cases i <;> fin_cases j <;> simp
  · rw [groupMM2, mem_closure_iff, Submodule.mem_span_singleton]
    constructor
    · rintro ⟨hg, h⟩
      obtain ⟨s1, s2, s3⟩ := symm_entries hg
      obtain ⟨e1, e2, e3, e4, e5, e6⟩ := (axis_iff (-1) 0 0 1 1 hg).1 (h mirrorX (by simp))
      obtain ⟨f1, f2, f3, f4, f5, f6⟩ := (axis_iff 1 0 0 (-1) 1 hg).1 (h mirrorY (by simp))
      refine ⟨g 0 1, ?_⟩
      ext i j
      fin_cases i <;> fin_cases j <;> simp <;> linarith
    · rintro ⟨x, rfl⟩
      have hg : (x • !![0, 1, 0; 1, 0, 0; 0, 0, 0] : M3)ᵀ =
          x • !![0, 1, 0; 1, 0, 0; 0, 0, 0] := by
        ext i j
        fin_cases i <;> fin_cases j <;> simp
      refine ⟨hg, ?_⟩
      rintro R (rfl | rfl)
      · exact (axis_iff (-1) 0 0 1 1 hg).2 (by simp)
      · exact (axis_iff 1 0 0 (-1) 1 hg).2 (by simp)
  · rw [group4bar, mem_closure_iff, Submodule.mem_span_pair]
    constructor
    · rintro ⟨hg, h⟩
      obtain ⟨s1, s2, s3⟩ := symm_entries hg
      obtain ⟨e1, e2, e3, e4, e5, e6⟩ := (axis_iff 0 (-1) 1 0 (-1) hg).1 (h fourBarZ (by simp))
      refine ⟨g 0 0, g 0 1, ?_⟩
      ext i j
      fin_cases i <;> fin_cases j <;> simp <;> linarith
    · rintro ⟨x, y, rfl⟩
      refine ⟨by ext i j; fin_cases i <;> fin_cases j <;> simp, ?_⟩
      rintro R rfl
      refine (axis_iff 0 (-1) 1 0 (-1) ?_).2 (by simp)
      ext i j
      fin_cases i <;> fin_cases j <;> simp
  · rw [group4bar2m, mem_closure_iff, Submodule.mem_span_singleton]
    constructor
    · rintro ⟨hg, h⟩
      obtain ⟨s1, s2, s3⟩ := symm_entries hg
      obtain ⟨e1, e2, e3, e4, e5, e6⟩ := (axis_iff 0 (-1) 1 0 (-1) hg).1 (h fourBarZ (by simp))
      obtain ⟨f1, f2, f3, f4, f5, f6⟩ := (axis_iff 1 0 0 (-1) (-1) hg).1 (h twoX (by simp))
      refine ⟨g 0 0, ?_⟩
      ext i j
      fin_cases i <;> fin_cases j <;> simp <;> linarith
    · rintro ⟨x, rfl⟩
      have hg : (x • !![1, 0, 0; 0, -1, 0; 0, 0, 0] : M3)ᵀ =
          x • !![1, 0, 0; 0, -1, 0; 0, 0, 0] := by
        ext i j
        fin_cases i <;> fin_cases j <;> simp
      refine ⟨hg, ?_⟩
      rintro R (rfl | rfl)
      · exact (axis_iff 0 (-1) 1 0 (-1) hg).2 (by simp)
      · exact (axis_iff 1 0 0 (-1) (-1) hg).2 (by simp)

/-- For the point groups 4mm and 3m the only allowed gyration tensor is zero. -/
theorem vanishing_classes : gyrationSpace group4mm = ⊥ ∧ gyrationSpace group3m = ⊥ := by
  constructor <;> refine (Submodule.eq_bot_iff _).2 fun g hmem => ?_
  · rw [group4mm, mem_closure_iff] at hmem
    obtain ⟨hg, h⟩ := hmem
    obtain ⟨s1, s2, s3⟩ := symm_entries hg
    obtain ⟨e1, e2, e3, e4, e5, e6⟩ := (axis_iff 0 (-1) 1 0 1 hg).1 (h fourZ (by simp))
    obtain ⟨f1, f2, f3, f4, f5, f6⟩ := (axis_iff (-1) 0 0 1 1 hg).1 (h mirrorX (by simp))
    ext i j
    fin_cases i <;> fin_cases j <;> simp <;> linarith
  · rw [group3m, mem_closure_iff] at hmem
    obtain ⟨hg, h⟩ := hmem
    obtain ⟨s1, s2, s3⟩ := symm_entries hg
    obtain ⟨e1, e2, e3, e4, e5, e6⟩ := (axis_iff (-1 / 2) (-Real.sqrt 3 / 2) (Real.sqrt 3 / 2)
      (-1 / 2) 1 hg).1 (h threeZ (by simp))
    obtain ⟨f1, f2, f3, f4, f5, f6⟩ := (axis_iff (-1) 0 0 1 1 hg).1 (h mirrorX (by simp))
    have q : Real.sqrt 3 * Real.sqrt 3 = 3 := Real.mul_self_sqrt (by norm_num)
    have hd : ((-1 / 2 : ℝ) * (-1 / 2) - (-Real.sqrt 3 / 2) * (Real.sqrt 3 / 2)) * 1 = 1 := by
      linarith
    have z0 : g 0 0 = 0 := by linarith
    have z1 : g 1 1 = 0 := by linarith
    have z2 : g 2 2 = 0 := by linarith
    have z3 : g 1 2 = 0 := by linarith
    -- the threefold rotation removes the two components left by the mirror
    rw [hd, z0, z1] at e2
    rw [hd, z3] at e4
    have y1 : g 0 1 = 0 := by linear_combination (-2 / 3) * e2 - (1 / 6) * g 0 1 * q
    have y2 : g 0 2 = 0 := by linarith
    ext i j
    fin_cases i <;> fin_cases j <;> simp [z0, z1, z2, z3, y1, y2, s1, s2, s3]

/-- The spaces of gyration tensors for m, mm2, −4 and −42m have dimensions 2, 1, 2 and 1,
and each nonzero tensor in them gives `n·gn` of both signs on unit vectors. -/
theorem optical_activity_of_achiral_classes :
    (finrank ℝ (gyrationSpace groupM) = 2 ∧ finrank ℝ (gyrationSpace groupMM2) = 1 ∧
      finrank ℝ (gyrationSpace group4bar) = 2 ∧ finrank ℝ (gyrationSpace group4bar2m) = 1) ∧
    ∀ G ∈ ({groupM, groupMM2, group4bar, group4bar2m} : Set (Subgroup O3)),
      ∀ g ∈ gyrationSpace G, g ≠ 0 →
        (∃ n : Fin 3 → ℝ, n ⬝ᵥ n = 1 ∧ 0 < n ⬝ᵥ g *ᵥ n) ∧
          ∃ n : Fin 3 → ℝ, n ⬝ᵥ n = 1 ∧ n ⬝ᵥ g *ᵥ n < 0 := by
  obtain ⟨h1, h2, h3, h4⟩ := allowed_tensors
  have two : ∀ A B : M3, (∀ s t : ℝ, s • A + t • B = 0 → s = 0 ∧ t = 0) →
      finrank ℝ (Submodule.span ℝ {A, B}) = 2 := by
    intro A B h
    have k := finrank_span_eq_card (LinearIndependent.pair_iff.2 h)
    rw [Matrix.range_cons_cons_empty] at k
    simpa using k
  constructor
  · rw [h1, h2, h3, h4]
    refine ⟨two _ _ fun s t h => ?_, finrank_span_singleton fun h => ?_,
      two _ _ fun s t h => ?_, finrank_span_singleton fun h => ?_⟩
    · have u := congrFun (congrFun h 0) 2
      have v := congrFun (congrFun h 1) 2
      exact ⟨by simpa using u, by simpa using v⟩
    · have u := congrFun (congrFun h 0) 1
      simp at u
    · have u := congrFun (congrFun h 0) 0
      have v := congrFun (congrFun h 0) 1
      exact ⟨by simpa using u, by simpa using v⟩
    · have u := congrFun (congrFun h 0) 0
      simp at u
  · intro G hG g hg hne
    -- each of the four groups has a generator of determinant −1
    have imp : ∃ R ∈ G, R.1.det = -1 := by
      rcases hG with rfl | rfl | rfl | rfl
      · exact ⟨mirrorZ, Subgroup.subset_closure (by simp),
          by simp [mirrorZ, axisOp, axisMatrix, det_fin_three]⟩
      · exact ⟨mirrorX, Subgroup.subset_closure (by simp),
          by simp [mirrorX, axisOp, axisMatrix, det_fin_three]⟩
      · exact ⟨fourBarZ, Subgroup.subset_closure (by simp),
          by simp [fourBarZ, axisOp, axisMatrix, det_fin_three]⟩
      · exact ⟨fourBarZ, Subgroup.subset_closure (by simp),
          by simp [fourBarZ, axisOp, axisMatrix, det_fin_three]⟩
    obtain ⟨R, hR, hd⟩ := imp
    have ht := trace_eq_zero hR hd hg
    obtain ⟨hs, _⟩ := hg
    exact both_signs hs ht hne

end

end GyrationTensor
```

```lean
#print axioms GyrationTensor.eq_bot_of_inversion
-- 'GyrationTensor.eq_bot_of_inversion' depends on axioms: [propext, Classical.choice, Quot.sound]
#print axioms GyrationTensor.both_signs
-- 'GyrationTensor.both_signs' depends on axioms: [propext, Classical.choice, Quot.sound]
#print axioms GyrationTensor.vanishing_classes
-- 'GyrationTensor.vanishing_classes' depends on axioms: [propext, Classical.choice, Quot.sound]
#print axioms GyrationTensor.optical_activity_of_achiral_classes
-- 'GyrationTensor.optical_activity_of_achiral_classes' depends on axioms: [propext, Classical.choice, Quot.sound]
```

## From generators to the whole group

The proof turns on `Subgroup.closure_induction`, used in `mem_closure_iff`. It proves a property for every element of a generated group from four cases: generators, identity, products and inverses. Products follow from \(T_{AB}=T_AT_B\). For inverses, \(g=T_{R^{-1}}(T_R(g))=T_{R^{-1}}(g)\). No group has to be listed element by element.

`axis_iff` then turns invariance under each generator into six component equations, which `linarith` mostly solves. `allowed_tensors` proves both directions: invariant tensors lie in the stated span, and every tensor in the span is invariant. `vanishing_classes` treats 4mm and 3m.

`trace_eq_zero` and `both_signs` follow the arguments above. The final theorem obtains the dimensions from the linear independence of the spanning tensors, and the signs from a generator of determinant −1 in each group.

## Dropping the symmetry of g

The definition could also have admitted non-symmetric matrices. An antisymmetric part with \(g_{01}=-g_{10}\) would then survive in 4mm and 3m, a remark that goes beyond the theorems here. Since \(n\cdot gn\) does not see that part, the symmetric definition suits a statement about its sign.
